# A unique TDDFT kernel at non-real squared frequency, for finite response matrices with positive excitation energies and spanning transition vectors

A weak perturbation drives a molecule at a given frequency, and the density responds. Linear-response TDDFT relates the response of the interacting system to that of the Kohn-Sham system through a kernel, the difference of two inverse responses. These inverses exist only if every nonzero perturbation changes the density. At a real frequency, excitations below and above it respond with opposite signs and can cancel completely.

In a finite basis, with positive excitation energies, no such cancellation occurs when the squared frequency \(s=\omega^2\) has \(\operatorname{Im}s\neq0\). This includes the broadened frequencies \(\omega_0+i\eta\) used for spectra, with \(\omega_0,\eta\) real and nonzero.

The finite types `K` and `L` label the excitations of the two systems. The type `n` labels basis functions; it is not the density.

```lean
import Mathlib

open Matrix

namespace TDDFTKernelExistence

noncomputable section

variable {K L n : Type*} [Fintype K] [Fintype L] [Fintype n] [DecidableEq n]
```

Let \(D_k>0\) be the excitation energies, often written \(\Omega_k\), and \(r_k\in\mathbb R^n\) the transition vectors, real as for real wavefunctions and real basis functions, with any spin factor absorbed. The response matrix is

\[
\chi(s)_{ij}=\sum_k c_k\,r_{k,i}\,r_{k,j},\qquad c_k=\frac{2D_k}{s-D_k^2}.
\]

```lean
/-- The density response matrix `∑ 2 D_k r_k r_kᵀ / (s - D_k²)` at squared frequency `s`, for
excitation energies `D_k` and real transition vectors `r_k`; it is physically meaningful only where
`s ≠ D_k²` for all `k`. -/
def response (D : K → ℝ) (r : K → n → ℝ) (s : ℂ) : Matrix n n ℂ :=
  Matrix.of fun i j => ∑ k, 2 * (D k : ℂ) / (s - (D k : ℂ) ^ 2) * (r k i : ℂ) * (r k j : ℂ)
```

A perturbation is a complex vector \(v\), of any norm. It drives excitation \(k\) with amplitude \(a_k=r_k\cdot v=\sum_i r_{k,i}v_i\).

```lean
/-- The amplitude `r_k · v` with which the perturbation `v` drives the excitation `k`. -/
def amplitude (r : K → n → ℝ) (k : K) (v : n → ℂ) : ℂ :=
  ∑ i, (r k i : ℂ) * v i
```

## The induced density and its imaginary part

Exchanging the two sums gives the induced density in terms of the amplitudes:

\[
(\chi v)_i=\sum_j\sum_k c_k r_{k,i}r_{k,j}v_j=\sum_k c_k a_k r_{k,i}.
\]

```lean
omit [DecidableEq n] in
/-- The induced density is a superposition of the transition vectors, each weighted by its
amplitude and its pole factor. -/
theorem response_mulVec (D : K → ℝ) (r : K → n → ℝ) (s : ℂ) (v : n → ℂ) :
    response D r s *ᵥ v = fun i =>
      ∑ k, 2 * (D k : ℂ) / (s - (D k : ℂ) ^ 2) * amplitude r k v * (r k i : ℂ) := by
  ext i
  simp only [response, Matrix.mulVec, dotProduct, Matrix.of_apply, amplitude,
    Finset.sum_mul, Finset.mul_sum]
  rw [Finset.sum_comm]
  refine Finset.sum_congr rfl fun k _ => Finset.sum_congr rfl fun j _ => ?_
  ring
```

Now contract with \(v^\dagger\). Since \(r_k\) is real, \(\sum_i v_i^*r_{k,i}=a_k^*\), and therefore

\[
v^\dagger\chi v=\sum_k c_k|a_k|^2.
\]

In Lean, `Complex.normSq` is the squared modulus, and `h1` is the conjugation step.

```lean
omit [DecidableEq n] in
/-- The quadratic form `v† χ(s) v` is the sum over excitations of the squared moduli of the
amplitudes times the pole factors. -/
theorem response_form (D : K → ℝ) (r : K → n → ℝ) (s : ℂ) (v : n → ℂ) :
    star v ⬝ᵥ (response D r s *ᵥ v) =
      ∑ k, 2 * (D k : ℂ) / (s - (D k : ℂ) ^ 2) * (Complex.normSq (amplitude r k v) : ℂ) := by
  rw [response_mulVec]
  simp only [dotProduct, Pi.star_apply, Finset.mul_sum]
  rw [Finset.sum_comm]
  refine Finset.sum_congr rfl fun k _ => ?_
  -- the transition vectors are real, so conjugation acts on the perturbation only
  have h1 : star (amplitude r k v) = ∑ i, (r k i : ℂ) * star (v i) := by
    simp [amplitude]
  have h2 : (Complex.normSq (amplitude r k v) : ℂ) =
      amplitude r k v * star (amplitude r k v) := (Complex.mul_conj _).symm
  rw [h2, h1, Finset.mul_sum, Finset.mul_sum]
  refine Finset.sum_congr rfl fun i _ => ?_
  ring
```

Writing \(1/(s-D_k^2)=(s^*-D_k^2)/|s-D_k^2|^2\) and taking imaginary parts,

\[
\operatorname{Im}(v^\dagger\chi v)=-\operatorname{Im}s\sum_k\frac{2D_k|a_k|^2}{|s-D_k^2|^2}.
\]

All excitations now contribute with the same sign.

```lean
omit [DecidableEq n] in
/-- The imaginary part of `v† χ(s) v` is `-Im s` times a sum over excitations of
`2 D_k |r_k · v|² / |s - D_k²|²`. -/
theorem response_form_im (D : K → ℝ) (r : K → n → ℝ) (s : ℂ) (v : n → ℂ) :
    (star v ⬝ᵥ (response D r s *ᵥ v)).im =
      -s.im * ∑ k, 2 * D k * Complex.normSq (amplitude r k v) /
        Complex.normSq (s - (D k : ℂ) ^ 2) := by
  rw [response_form, Complex.im_sum, Finset.mul_sum]
  refine Finset.sum_congr rfl fun k _ => ?_
  have h : 2 * (D k : ℂ) / (s - (D k : ℂ) ^ 2) * (Complex.normSq (amplitude r k v) : ℂ) =
      ((2 * D k * Complex.normSq (amplitude r k v) : ℝ) : ℂ) / (s - ((D k ^ 2 : ℝ) : ℂ)) := by
    push_cast
    ring
  rw [h, Complex.div_im, Complex.ofReal_im, Complex.ofReal_re, Complex.sub_im,
    Complex.ofReal_im, Complex.ofReal_pow]
  ring
```

Suppose \(\chi v=0\). The left side vanishes and \(\operatorname{Im}s\ne0\), so the sum is zero. Its terms are nonnegative, so each is zero. Because \(D_k>0\) and the denominators are positive (`hpole`), every \(a_k=0\).

```lean
omit [DecidableEq n] in
/-- For positive excitation energies and `Im s ≠ 0`, a perturbation that induces no density
drives none of the excitations. -/
theorem amplitude_eq_zero_of_invisible {D : K → ℝ} {r : K → n → ℝ} {s : ℂ} {v : n → ℂ}
    (hD : ∀ k, 0 < D k) (hs : s.im ≠ 0) (hv : response D r s *ᵥ v = 0) (k : K) :
    amplitude r k v = 0 := by
  have hpole : ∀ k, 0 < Complex.normSq (s - (D k : ℂ) ^ 2) := by
    intro k
    refine Complex.normSq_pos.2 fun h0 => hs ?_
    have h := congrArg Complex.im h0
    rw [← Complex.ofReal_pow, Complex.sub_im, Complex.ofReal_im, sub_zero] at h
    exact h
  -- the imaginary part vanishes, hence so does the sum of nonnegative terms
  have him := response_form_im D r s v
  rw [hv, dotProduct_zero, Complex.zero_im] at him
  have hsum := (mul_eq_zero.1 him.symm).resolve_left (neg_ne_zero.2 hs)
  have hterm := (Finset.sum_eq_zero_iff_of_nonneg (fun k _ =>
    div_nonneg (mul_nonneg (mul_nonneg zero_le_two (hD k).le) (Complex.normSq_nonneg _))
      (hpole k).le)).1 hsum k (Finset.mem_univ k)
  by_contra ha
  exact (div_pos (mul_pos (mul_pos two_pos (hD k)) (Complex.normSq_pos.2 ha))
    (hpole k)).ne' hterm
```

## Spanning transition vectors leave nothing undriven

If the \(r_k\) span \(\mathbb R^n\) and all \(a_k=0\), the map \(x\mapsto\sum_i x_iv_i\) vanishes on each \(r_k\), hence by linearity on all of \(\mathbb R^n\). Taking \(x=e_i\), the \(i\)-th unit vector, gives \(v_i=0\).

If they do not span, some nonzero real linear functional \(f\) vanishes on their span. The vector \(u_i=f(e_i)\) is then nonzero, yet \(r_k\cdot u=f(r_k)=0\) for all \(k\).

Lean writes spanning as `Submodule.span ℝ (Set.range r) = ⊤`. Physically, the basis must exclude potentials that drive no transition, such as a constant shift at fixed particle number.

```lean
omit [Fintype K] in
/-- Every nonzero complex perturbation drives at least one excitation exactly when the
transition vectors span the real space. -/
theorem amplitudes_separate_iff (r : K → n → ℝ) :
    (∀ v : n → ℂ, (∀ k, amplitude r k v = 0) → v = 0) ↔
      Submodule.span ℝ (Set.range r) = ⊤ := by
  constructor
  · intro h
    by_contra hspan
    -- a functional that vanishes on the span is an undriven perturbation
    obtain ⟨f, hf, hle⟩ := Submodule.exists_le_ker_of_lt_top _ (lt_top_iff_ne_top.2 hspan)
    have hu := h (fun i => ((f (fun j => if i = j then 1 else 0) : ℝ) : ℂ)) (by
      intro k
      have hk : f (r k) = 0 := LinearMap.mem_ker.1 (hle (Submodule.subset_span ⟨k, rfl⟩))
      rw [LinearMap.pi_apply_eq_sum_univ f (r k)] at hk
      have hc := congrArg (fun x : ℝ => (x : ℂ)) hk
      simpa only [amplitude, smul_eq_mul, Complex.ofReal_sum, Complex.ofReal_mul,
        Complex.ofReal_zero] using hc)
    apply hf
    refine LinearMap.ext fun x => ?_
    rw [LinearMap.pi_apply_eq_sum_univ f x, LinearMap.zero_apply]
    refine Finset.sum_eq_zero fun i _ => ?_
    rw [Complex.ofReal_eq_zero.1 (congrFun hu i), smul_zero]
  · intro hspan v hv
    -- the vanishing amplitudes extend linearly to every real vector
    have hall : ∀ x ∈ Submodule.span ℝ (Set.range r), ∑ i, (x i : ℂ) * v i = 0 := by
      intro x hx
      induction hx using Submodule.span_induction with
      | mem x hx =>
        obtain ⟨k, rfl⟩ := hx
        exact hv k
      | zero => simp
      | add x y _ _ hx hy =>
        simp only [Pi.add_apply, Complex.ofReal_add, add_mul, Finset.sum_add_distrib, hx, hy,
          add_zero]
      | smul a x _ hx =>
        simp only [Pi.smul_apply, smul_eq_mul, Complex.ofReal_mul, mul_assoc]
        rw [← Finset.mul_sum, hx, mul_zero]
    ext i
    have hi := hall (Pi.single i 1) (hspan ▸ Submodule.mem_top)
    have hsum : ∑ j, (((Pi.single i 1 : n → ℝ) j : ℝ) : ℂ) * v j = v i := by
      rw [Finset.sum_eq_single i]
      · simp
      · intro j _ hj
        simp [hj]
      · intro h
        exact absurd (Finset.mem_univ i) h
    exact hsum.symm.trans hi
```

If all \(a_k=0\), the expansion of \(\chi v\) gives \(\chi v=0\); the converse was shown above. The null space of \(\chi(s)\) is therefore exactly the set of undriven perturbations. A square matrix is invertible when its null space is trivial, which here means when the \(r_k\) span. The Lean proof passes through the determinant.

```lean
/-- For positive excitation energies and `Im s ≠ 0`, the response matrix is invertible exactly
when the transition vectors span the real space. -/
theorem isUnit_response_iff {D : K → ℝ} (r : K → n → ℝ) {s : ℂ}
    (hD : ∀ k, 0 < D k) (hs : s.im ≠ 0) :
    IsUnit (response D r s) ↔ Submodule.span ℝ (Set.range r) = ⊤ := by
  rw [Matrix.isUnit_iff_isUnit_det, isUnit_iff_ne_zero, ne_eq,
    ← Matrix.exists_mulVec_eq_zero_iff, ← amplitudes_separate_iff]
  constructor
  · intro h v hv
    by_contra hne
    refine h ⟨v, hne, ?_⟩
    rw [response_mulVec]
    ext i
    simp [hv]
  · rintro h ⟨v, hne, hv⟩
    exact hne (h v (amplitude_eq_zero_of_invisible hD hs hv))
```

## Solving the Dyson equation

For invertible \(A\) and \(B\), multiply \(B=A+AfB\) by \(A^{-1}\) on the left and \(B^{-1}\) on the right:

\[
A^{-1}=B^{-1}+f,\qquad f=A^{-1}-B^{-1}.
\]

Substituting back gives \(A+(B-A)=B\). Lean checks this solution first, then obtains uniqueness by cancelling the invertible factors.

```lean
/-- For invertible elements `A` and `B` of any ring, exactly one `f` solves the Dyson equation
`B = A + A f B`. -/
theorem existsUnique_dyson {R : Type*} [Ring R] {A B : R} (hA : IsUnit A) (hB : IsUnit B) :
    ∃! f : R, B = A + A * f * B := by
  obtain ⟨a, rfl⟩ := hA
  obtain ⟨b, rfl⟩ := hB
  -- the kernel is the difference of the two inverse responses
  have hsol : (b : R) = (a : R) + (a : R) * (((a⁻¹ : Rˣ) : R) - ((b⁻¹ : Rˣ) : R)) * (b : R) := by
    rw [mul_sub, sub_mul, Units.mul_inv, one_mul, mul_assoc, Units.inv_mul, mul_one]
    abel
  refine ⟨((a⁻¹ : Rˣ) : R) - ((b⁻¹ : Rˣ) : R), hsol, fun g hg => ?_⟩
  have hg' : (b : R) = (a : R) + (a : R) * g * (b : R) := hg
  have h := add_left_cancel (hg'.symm.trans hsol)
  exact a.mul_right_inj.1 (b.mul_left_inj.1 h)
```

Take \(A=\chi_s\), the Kohn-Sham response (the subscript is a label, not the squared frequency), with data `D`, `r`, and \(B=\chi\), the interacting response, with data `E`, `q`. If both sets of vectors span, exactly one matrix \(f\) solves the Dyson equation at the given \(s\). In this finite model it plays the role of the full Hartree-exchange-correlation kernel; in a truncated basis it need not equal the matrix of the real-space kernel.

The two data sets are independent inputs; a shared ground-state density is not imposed. The passage from these finite matrices to real-space response operators, with infinitely many excitations and a continuum, remains open here.

```lean
/-- If the Kohn-Sham and the interacting system have positive excitation energies and spanning
transition vectors, then at `Im s ≠ 0` exactly one kernel `f` solves the Dyson equation
`χ = χ_s + χ_s f χ`. -/
theorem existsUnique_kernel {D : K → ℝ} {r : K → n → ℝ} {E : L → ℝ} {q : L → n → ℝ} {s : ℂ}
    (hD : ∀ k, 0 < D k) (hE : ∀ l, 0 < E l)
    (hr : Submodule.span ℝ (Set.range r) = ⊤) (hq : Submodule.span ℝ (Set.range q) = ⊤)
    (hs : s.im ≠ 0) :
    ∃! f : Matrix n n ℂ,
      response E q s = response D r s + response D r s * f * response E q s := by
  have hA := (isUnit_response_iff r hD hs).2 hr
  have hB := (isUnit_response_iff q hE hs).2 hq
  have h := existsUnique_dyson hA hB
  exact h
```

## Cancellation between two poles

Avoiding the poles is not enough if \(s\) may be real. With energies 1 and 2 and both transition vectors equal to 1 in one dimension,

\[
\chi(2)=\frac{2}{2-1}+\frac{4}{2-4}=0,
\]

so every perturbation is invisible although the vectors span.

```lean
/-- On the real axis invertibility can fail: excitation energies 1 and 2 with equal, spanning
transition vectors in one dimension give zero response at `s = 2`. -/
theorem real_axis_counterexample :
    Submodule.span ℝ (Set.range (fun (_ : Fin 2) (_ : Fin 1) => (1 : ℝ))) = ⊤ ∧
      response ![1, 2] (fun (_ : Fin 2) (_ : Fin 1) => (1 : ℝ)) 2 = 0 := by
  constructor
  · refine eq_top_iff.2 fun x _ => ?_
    have hx : x = x 0 • (fun _ : Fin 1 => (1 : ℝ)) := by
      ext i
      fin_cases i
      simp
    rw [hx]
    exact Submodule.smul_mem _ _ (Submodule.subset_span ⟨0, rfl⟩)
  · ext i j
    norm_num [response, Fin.sum_univ_two]

end

end TDDFTKernelExistence
```

A neighbouring case, argued here in prose without a Lean proof, is real \(s\) below every \(D_k^2\). All \(c_k\) are then negative, so \(v^\dagger\chi v=0\) again forces every \(a_k=0\), and the same spanning criterion holds. This includes static response and purely imaginary frequencies.

```lean
#print axioms TDDFTKernelExistence.existsUnique_kernel
#print axioms TDDFTKernelExistence.real_axis_counterexample
```

```
'TDDFTKernelExistence.existsUnique_kernel' depends on axioms: [propext, Classical.choice, Quot.sound]
'TDDFTKernelExistence.real_axis_counterexample' depends on axioms: [propext, Classical.choice, Quot.sound]
```
